# The Fermi phase-space factor $W/(e^{\beta W}-1)$ for energy transfer $W\neq 0$

Let $\beta>0$ be the inverse temperature and $f(x)=1/(e^{\beta x}+1)$ the Fermi function, with the energy $x$ measured from the chemical potential. For every real $W$,

$$\int_{-\infty}^{\infty}\bigl[f(x)-f(x+W)\bigr]\,dx=W,$$

and for every real $W\neq 0$,

$$\int_{-\infty}^{\infty}f(x+W)\bigl[1-f(x)\bigr]\,dx=\frac{W}{e^{\beta W}-1}.$$

## Filled initial states, empty final states

An electron can scatter from energy $x+W$ to energy $x$ only if the first level is filled and the second is empty. For non-interacting electrons the thermal weight of this situation is $f(x+W)[1-f(x)]$. When $W>0$ the electron gives up energy $W$; when $W<0$ it absorbs $|W|$.

In a golden-rule rate for non-interacting electrons with a constant density of states and an energy-independent matrix element, the integral over $x$ supplies the electronic temperature dependence. Elastic tunnelling between two metallic reservoirs at the same temperature is an example, provided that each level's energy is measured from the chemical potential of its own reservoir. Then $W$ is not energy given up by the electron but the chemical potential of the final reservoir minus that of the initial one.

## Reading the theorems

In Lean, `fermi β x` is $f(x)$ and `logZ β x` is $\ln(1+e^{-\beta x})$, the logarithm of the grand partition function of one level. Both are defined by their formulas, not derived from an ensemble. All quantities are real numbers, and `∫ x, ...` is the Lebesgue integral over the whole line.

- `integral_fermi_sub_shift` is the first formula above. It assumes only `0 < β`.
- `integral_scattering` is the second, with the further hypothesis `W ≠ 0`.
- `integral_reverse_scattering` gives $W/(1-e^{-\beta W})$ for the transition from $x$ to $x+W$, also for $W\neq0$.
- `integral_elastic` gives $1/\beta$ at $W=0$.

The hypothesis `W ≠ 0` is needed: Lean evaluates $0/0$ as $0$, whereas the integral at $W=0$ is $1/\beta$.

The energy range has no band edges, an idealisation suited to a band whose edges lie much further from the chemical potential than both $|W|$ and the thermal energy $1/\beta$. Densities of states, matrix elements and the rate formula itself do not enter the theorems.

## One difference and two products

Write $a=e^{\beta x}$ and $w=e^{\beta W}$. Then $f(x)=1/(a+1)$, $f(x+W)=1/(aw+1)$, and

$$f(x)-f(x+W)=\frac{a(w-1)}{(a+1)(aw+1)},\qquad f(x+W)[1-f(x)]=\frac{a}{(a+1)(aw+1)}.$$

Therefore

$$f(x)-f(x+W)=(e^{\beta W}-1)\,f(x+W)[1-f(x)].$$

The reverse product is $f(x)[1-f(x+W)]=aw/[(a+1)(aw+1)]$, which gives detailed balance:

$$f(x+W)[1-f(x)]=e^{-\beta W}f(x)[1-f(x+W)].$$

## Exponential tails

Since $0<f<1$, the scattering product is at most $1-f(x)=e^{\beta x}f(x)\le e^{\beta x}$, which is integrable on $(-\infty,0]$. It is also at most $f(x+W)\le e^{-\beta W}e^{-\beta x}$, which is integrable on $(0,\infty)$. The product is therefore integrable, and so is the difference, a constant multiple of it.

## An antiderivative from the partition function

Let $L(x)=\ln(1+e^{-\beta x})$. Then

$$L'(x)=\frac{-\beta e^{-\beta x}}{1+e^{-\beta x}}=-\beta f(x),$$

so $G(x)=[L(x+W)-L(x)]/\beta$ has derivative $f(x)-f(x+W)$.

As $x\to+\infty$, $L(x)\to0$ and hence $G(x)\to0$. For the other end, factor out the exponential: $1+e^{-\beta x}=e^{-\beta x}(1+e^{\beta x})$, so $L(x)=-\beta x+L(-x)$. Consequently

$$G(x)=-W+\frac{L(-x-W)-L(-x)}{\beta}\longrightarrow -W\qquad(x\to-\infty).$$

The integral of the difference is $0-(-W)=W$. For $W\neq0$, dividing by $e^{\beta W}-1\neq0$ gives the scattering factor. Detailed balance multiplies it by $e^{\beta W}$ for the reverse transition:

$$\frac{We^{\beta W}}{e^{\beta W}-1}=\frac{W}{1-e^{-\beta W}}.$$

## Elastic scattering at $W=0$

Here $f'(x)=-\beta f(x)[1-f(x)]$, so $-f(x)/\beta$ is an antiderivative of $f(x)[1-f(x)]$. It tends to $0$ at $+\infty$ and to $-1/\beta$ at $-\infty$, and the integral is $1/\beta$, the thermal energy. This agrees with the limit of the inelastic formula, because $e^{\beta W}-1\approx\beta W$ for small $W$.

## Numbers for $\beta W=\ln 2$

Take $\beta=1$ and $W=\ln2\approx0.693$, so that $e^{\beta W}=2$. The downward factor is $0.693/(2-1)=0.693$, and the upward one is $0.693/(1-\tfrac12)=1.386$. Their ratio is $2=e^{\beta W}$ and their difference is $0.693=W$.

## The Lean file

```lean
import Mathlib

open MeasureTheory Filter Set Topology

namespace ThermalPhaseSpace

noncomputable section

/-- The Fermi function at inverse temperature `β`, with the energy `x` measured from the
chemical potential. -/
def fermi (β x : ℝ) : ℝ := 1 / (Real.exp (β * x) + 1)

/-- The logarithm of the grand partition function of a single fermionic level of energy `x`,
measured from the chemical potential. -/
def logZ (β x : ℝ) : ℝ := Real.log (1 + Real.exp (-β * x))

/-- The Fermi function times its denominator is one. -/
private lemma fermi_mul (β x : ℝ) : fermi β x * (Real.exp (β * x) + 1) = 1 := by
  unfold fermi
  exact one_div_mul_cancel (by positivity)

/-- Opposite Boltzmann factors multiply to one. -/
private lemma exp_neg_mul_exp (β x : ℝ) : Real.exp (-β * x) * Real.exp (β * x) = 1 := by
  rw [← Real.exp_add]
  simp

/-- The Fermi function at a shifted energy times its factored denominator is one. -/
private lemma fermi_shift_mul (β W x : ℝ) :
    fermi β (x + W) * (Real.exp (β * x) * Real.exp (β * W) + 1) = 1 := by
  have h := fermi_mul β (x + W)
  rwa [mul_add β x W, Real.exp_add] at h

/-- The Boltzmann factor equals the Fermi function times one plus the Boltzmann factor. -/
private lemma exp_neg_eq (β x : ℝ) :
    Real.exp (-β * x) = fermi β x * (1 + Real.exp (-β * x)) := by
  linear_combination fermi β x * exp_neg_mul_exp β x - Real.exp (-β * x) * fermi_mul β x

/-- The Fermi occupation of a level lies strictly between zero and one. -/
theorem fermi_mem_Ioo (β x : ℝ) : 0 < fermi β x ∧ fermi β x < 1 := by
  have hp : 0 < fermi β x := by
    unfold fermi
    positivity
  exact ⟨hp, by nlinarith [mul_pos hp (Real.exp_pos (β * x)), fermi_mul β x]⟩

/-- The difference of two Fermi occupations is `exp (β W) - 1` times the product of the occupation
at `x + W` and one minus the occupation at `x`. -/
theorem fermi_sub_shift (β W x : ℝ) :
    fermi β x - fermi β (x + W) =
      (Real.exp (β * W) - 1) * (fermi β (x + W) * (1 - fermi β x)) := by
  linear_combination Real.exp (β * W) * fermi β (x + W) * fermi_mul β x
    - fermi β x * fermi_shift_mul β W x

/-- Detailed balance: the occupation factors of a transition from `x + W` to `x` and of its
reverse differ by the Boltzmann factor `exp (-β W)`. -/
theorem detailed_balance (β W x : ℝ) :
    fermi β (x + W) * (1 - fermi β x) =
      Real.exp (-β * W) * (fermi β x * (1 - fermi β (x + W))) := by
  linear_combination Real.exp (-β * W) * fermi β x * fermi_shift_mul β W x
    - fermi β (x + W) * fermi_mul β x
    - fermi β x * fermi β (x + W) * Real.exp (β * x) * exp_neg_mul_exp β W

/-- At positive `β` the occupation factor for scattering from `x + W` to `x` is integrable
over all energies `x`. -/
theorem integrable_scattering {β : ℝ} (hβ : 0 < β) (W : ℝ) :
    Integrable (fun x => fermi β (x + W) * (1 - fermi β x)) := by
  have hc : Continuous (fermi β) := by
    change Continuous (fun x => 1 / (Real.exp (β * x) + 1))
    exact continuous_const.div (by fun_prop)
      fun x => (by positivity : Real.exp (β * x) + 1 ≠ 0)
  have hm : Continuous (fun x => fermi β (x + W) * (1 - fermi β x)) :=
    (hc.comp (continuous_id.add continuous_const)).mul (continuous_const.sub hc)
  have hnn : ∀ x, 0 ≤ fermi β (x + W) * (1 - fermi β x) := fun x =>
    mul_nonneg (fermi_mem_Ioo β (x + W)).1.le (sub_nonneg.2 (fermi_mem_Ioo β x).2.le)
  -- far below the chemical potential there are few empty final states
  have hL : IntegrableOn (fun x => fermi β (x + W) * (1 - fermi β x)) (Iic 0) := by
    refine Integrable.mono' (integrableOn_exp_mul_Iic hβ 0) hm.aestronglyMeasurable
      (Eventually.of_forall fun x => ?_)
    rw [Real.norm_of_nonneg (hnn x)]
    obtain ⟨-, h1⟩ := fermi_mem_Ioo β x
    obtain ⟨-, h2⟩ := fermi_mem_Ioo β (x + W)
    nlinarith [mul_nonneg (sub_nonneg.2 h2.le) (sub_nonneg.2 h1.le),
      mul_nonneg (Real.exp_pos (β * x)).le (sub_nonneg.2 h1.le), fermi_mul β x]
  -- far above it there are few filled initial states
  have hR : IntegrableOn (fun x => fermi β (x + W) * (1 - fermi β x)) (Ioi 0) := by
    refine Integrable.mono'
      (Integrable.const_mul (exp_neg_integrableOn_Ioi 0 hβ) (Real.exp (-β * W)))
      hm.aestronglyMeasurable (Eventually.of_forall fun x => ?_)
    rw [Real.norm_of_nonneg (hnn x), ← Real.exp_add, ← mul_add, add_comm W x]
    obtain ⟨h0, -⟩ := fermi_mem_Ioo β x
    obtain ⟨h2, -⟩ := fermi_mem_Ioo β (x + W)
    nlinarith [mul_pos h2 h0, mul_pos h2 (Real.exp_pos (-β * (x + W))),
      exp_neg_eq β (x + W)]
  rw [← integrableOn_univ, ← Iic_union_Ioi (a := (0 : ℝ))]
  exact hL.union hR

/-- The energy derivative of the logarithm of the one-level partition function is `-β` times
the Fermi function. -/
theorem hasDerivAt_logZ (β x : ℝ) : HasDerivAt (logZ β) (-β * fermi β x) x := by
  have hne : 1 + Real.exp (-β * x) ≠ 0 := by positivity
  have h := (((hasDerivAt_id' x).const_mul (-β)).exp.const_add 1).log hne
  refine h.congr_deriv ?_
  rw [div_eq_iff hne]
  linear_combination (-β) * exp_neg_eq β x

/-- Reflection of the level energy changes the logarithm of the partition function by a
linear term. -/
private lemma logZ_reflect (β x : ℝ) : logZ β x = -β * x + logZ β (-x) := by
  have h : Real.exp (-β * x) * Real.exp (-β * -x) = 1 := by
    rw [← Real.exp_add]
    simp
  have hf : 1 + Real.exp (-β * x) = Real.exp (-β * x) * (1 + Real.exp (-β * -x)) := by
    linear_combination -h
  unfold logZ
  rw [hf, Real.log_mul (Real.exp_pos _).ne' (by positivity), Real.log_exp]

/-- At positive `β` the logarithm of the one-level partition function tends to zero as the level
energy tends to plus infinity. -/
private lemma tendsto_logZ {β : ℝ} (hβ : 0 < β) : Tendsto (logZ β) atTop (𝓝 0) := by
  have h1 : Tendsto (fun x : ℝ => Real.exp (-β * x)) atTop (𝓝 0) :=
    Real.tendsto_exp_atBot.comp (tendsto_id.const_mul_atTop_of_neg (neg_lt_zero.2 hβ))
  have h2 := (h1.const_add 1).log (by norm_num)
  rw [add_zero, Real.log_one] at h2
  exact h2

/-- At positive `β`, the difference of two Fermi functions displaced by an energy `W`
integrates to `W`, whatever the temperature. -/
theorem integral_fermi_sub_shift {β : ℝ} (hβ : 0 < β) (W : ℝ) :
    ∫ x, (fermi β x - fermi β (x + W)) = W := by
  have hb := mul_inv_cancel₀ hβ.ne'
  have hz := tendsto_logZ hβ
  have hd : ∀ x, HasDerivAt (fun y => (logZ β (y + W) - logZ β y) / β)
      (fermi β x - fermi β (x + W)) x := fun x => by
    have h := (((hasDerivAt_logZ β (x + W)).comp_add_const x W).fun_sub
      (hasDerivAt_logZ β x)).div_const β
    refine h.congr_deriv ?_
    linear_combination (fermi β x - fermi β (x + W)) * hb
  have hi : Integrable (fun x => fermi β x - fermi β (x + W)) :=
    ((integrable_scattering hβ W).const_mul (Real.exp (β * W) - 1)).congr
      (Eventually.of_forall fun x => (fermi_sub_shift β W x).symm)
  have htop : Tendsto (fun y => (logZ β (y + W) - logZ β y) / β) atTop (𝓝 0) := by
    have h := ((hz.comp (tendsto_atTop_add_const_right _ W tendsto_id)).sub hz).div_const β
    rw [sub_zero, zero_div] at h
    exact h
  -- at low energies the reflection identity isolates the linear term
  have hbot : Tendsto (fun y => (logZ β (y + W) - logZ β y) / β) atBot (𝓝 (-W)) := by
    have hs : Tendsto (fun x : ℝ => -(x + W)) atBot atTop :=
      tendsto_neg_atBot_atTop.comp (tendsto_atBot_add_const_right _ W tendsto_id)
    have h := (((hz.comp hs).sub (hz.comp tendsto_neg_atBot_atTop)).div_const β).sub_const W
    rw [sub_zero, zero_div, zero_sub] at h
    refine h.congr fun x => ?_
    simp only [Function.comp_apply]
    rw [logZ_reflect β (x + W), logZ_reflect β x]
    linear_combination W * hb
  rw [integral_of_hasDerivAt_of_tendsto hd hi hbot htop]
  ring

/-- Thermal phase-space factor: at positive `β` and nonzero energy transfer `W`, the
occupation factor for scattering from `x + W` to `x`, integrated over all `x`, is
`W / (exp (β W) - 1)`. -/
theorem integral_scattering {β W : ℝ} (hβ : 0 < β) (hW : W ≠ 0) :
    ∫ x, fermi β (x + W) * (1 - fermi β x) = W / (Real.exp (β * W) - 1) := by
  have hne : Real.exp (β * W) - 1 ≠ 0 :=
    sub_ne_zero.2 fun h => mul_ne_zero hβ.ne' hW ((Real.exp_eq_one_iff _).1 h)
  have h := integral_fermi_sub_shift hβ W
  simp_rw [fermi_sub_shift, integral_const_mul] at h
  rw [eq_div_iff hne]
  linear_combination h

/-- At positive `β` and nonzero `W`, the reverse transition from `x` to `x + W` has the
phase-space factor `W / (1 - exp (-β W))`. -/
theorem integral_reverse_scattering {β W : ℝ} (hβ : 0 < β) (hW : W ≠ 0) :
    ∫ x, fermi β x * (1 - fermi β (x + W)) = W / (1 - Real.exp (-β * W)) := by
  have hne : Real.exp (β * W) - 1 ≠ 0 :=
    sub_ne_zero.2 fun h => mul_ne_zero hβ.ne' hW ((Real.exp_eq_one_iff _).1 h)
  have hne' : 1 - Real.exp (-β * W) ≠ 0 := sub_ne_zero.2 fun h =>
    mul_ne_zero (neg_ne_zero.2 hβ.ne') hW ((Real.exp_eq_one_iff _).1 h.symm)
  have h := integral_scattering hβ hW
  -- integrate detailed balance over the energy
  rw [integral_congr_ae (Eventually.of_forall (detailed_balance β W)),
    integral_const_mul, eq_div_iff hne] at h
  rw [eq_div_iff hne']
  linear_combination h - (∫ x, fermi β x * (1 - fermi β (x + W))) * exp_neg_mul_exp β W

/-- Elastic scattering: at positive `β` and zero energy transfer the phase-space factor is
the thermal energy `1 / β`. -/
theorem integral_elastic {β : ℝ} (hβ : 0 < β) :
    ∫ x, fermi β x * (1 - fermi β x) = 1 / β := by
  have hb : β ≠ 0 := hβ.ne'
  have hd : ∀ x, HasDerivAt (fun y => (Real.exp (β * y) + 1)⁻¹ / (-β))
      (fermi β x * (1 - fermi β x)) x := fun x => by
    have hne : Real.exp (β * x) + 1 ≠ 0 := by positivity
    have h := ((((hasDerivAt_id' x).const_mul β).exp.add_const 1).inv hne).div_const (-β)
    refine h.congr_deriv ?_
    unfold fermi
    field_simp
    ring
  have hi : Integrable (fun x => fermi β x * (1 - fermi β x)) := by
    simpa only [add_zero] using integrable_scattering hβ 0
  have htop : Tendsto (fun y => (Real.exp (β * y) + 1)⁻¹ / (-β)) atTop (𝓝 0) := by
    have h := (tendsto_inv_atTop_zero.comp (tendsto_atTop_add_const_right _ (1 : ℝ)
      (Real.tendsto_exp_atTop.comp (tendsto_id.const_mul_atTop hβ)))).div_const (-β)
    rw [zero_div] at h
    exact h
  have hbot : Tendsto (fun y => (Real.exp (β * y) + 1)⁻¹ / (-β)) atBot (𝓝 (1 / (-β))) := by
    have h1 : Tendsto (fun x : ℝ => Real.exp (β * x)) atBot (𝓝 0) :=
      Real.tendsto_exp_atBot.comp (tendsto_id.const_mul_atBot hβ)
    have h := ((h1.add_const 1).inv₀ (by norm_num)).div_const (-β)
    rw [zero_add, inv_one] at h
    exact h
  rw [integral_of_hasDerivAt_of_tendsto hd hi hbot htop, div_neg, zero_sub, neg_neg]

end

end ThermalPhaseSpace
```

```lean
#print axioms ThermalPhaseSpace.integral_reverse_scattering
#print axioms ThermalPhaseSpace.integral_elastic
```

```
'ThermalPhaseSpace.integral_reverse_scattering' depends on axioms: [propext, Classical.choice, Quot.sound]
'ThermalPhaseSpace.integral_elastic' depends on axioms: [propext, Classical.choice, Quot.sound]
```

## From cleared denominators to integrals

The algebra avoids fractions. `fermi_mul` records $f(x)(e^{\beta x}+1)=1$, and `fermi_shift_mul` does the same at $x+W$ with the exponential factored. From these, `linear_combination` obtains `fermi_sub_shift` and, with `exp_neg_mul_exp`, `detailed_balance`: it multiplies the known equations by the stated coefficients and checks that the result is the desired identity.

`integrable_scattering` splits the line at zero. On each half, `Integrable.mono'` compares the product with the exponential found above, and `nlinarith` proves the pointwise bound from `fermi_mem_Ioo` and the denominator identities. On the right, `exp_neg_eq` supplies $f(y)\le e^{-\beta y}$ at $y=x+W$.

In `integral_fermi_sub_shift`, `hd` is the derivative of $G$, obtained from `hasDerivAt_logZ`. The integrability `hi` comes from the scattering product through `fermi_sub_shift`. The limits `htop` and `hbot` both use `tendsto_logZ`, and `hbot` also needs the reflection identity `logZ_reflect`. The theorem `integral_of_hasDerivAt_of_tendsto` then gives the integral as the difference of the two limits.

`integral_scattering` rewrites the integrand of that result, takes the constant $e^{\beta W}-1$ outside the integral and divides by it. `integral_reverse_scattering` integrates `detailed_balance`. `integral_elastic` uses the separate antiderivative $-f/\beta$ and takes its integrability from `integrable_scattering` at zero shift.
